# For a unitary matrix, total leakage out of a subspace equals total leakage into it

Let $U$ be a unitary $n\times n$ matrix and $P$ an orthogonal projector. Then $(1-P)UP$ and $PU(1-P)$ have the same Frobenius norm: with the initial states running over an orthonormal basis of the range of $P$ for the one and of its complement for the other, as much probability in total leaves the range of $P$ as enters it. In particular, if $U$ maps the range of $P$ into itself, so that $UP=PUP$, then nothing can enter from outside either, and $UP=PU$. I can make this plausible by thinking about probability conservation, but I would like a rigorous argument, with the balance and its consequence both checked by machine. How does that go in Lean 4 with Mathlib?

## Two traces that differ only by tr P − tr Q

Both leakages equal $\operatorname{tr}P-\operatorname{tr}(P\,UPU^\dagger)$, and that is why they agree. The derivation is no harder with two different projectors, so the file proves that version first and then sets them equal.

For a matrix $A$ of amplitudes, write
$$w(A)=\sum_{i,j}|A_{ij}|^2=\operatorname{tr}(AA^\dagger),$$
the squared Frobenius norm. It is a sum of non-negative terms, so $w(A)=0$ forces $A=0$.

Let $P$ and $Q$ be orthogonal projectors, meaning $P^\dagger=P=P^2$ and $Q^\dagger=Q=Q^2$. The weight that $U$ carries from the range of $P$ to the range of $Q$ is
$$w(QUP)=\operatorname{tr}(QUP\,PU^\dagger Q)=\operatorname{tr}(Q\,UPU^\dagger Q)=\operatorname{tr}(Q\,UPU^\dagger).$$
The second step uses $P^2=P$; the third uses cyclicity of the trace and $Q^2=Q$.

The complements $1-P$ and $1-Q$ are orthogonal projectors too, since $(1-P)^2=1-2P+P^2=1-P$. The formula therefore applies to them. Unitarity gives $\operatorname{tr}(UPU^\dagger)=\operatorname{tr}(U^\dagger UP)=\operatorname{tr}P$, hence
$$w((1-Q)UP)=\operatorname{tr}P-\operatorname{tr}(Q\,UPU^\dagger).$$
It also gives $U(1-P)U^\dagger=1-UPU^\dagger$, hence
$$w(QU(1-P))=\operatorname{tr}Q-\operatorname{tr}(Q\,UPU^\dagger).$$
Eliminating the common trace yields
$$w((1-Q)UP)+\operatorname{tr}Q=w(QU(1-P))+\operatorname{tr}P.$$
For $Q=P$ the traces cancel, which leaves $w((1-P)UP)=w(PU(1-P))$.

Now suppose $UP=PUP$. Then $(1-P)UP=0$, so the outward weight is zero. By the balance the inward weight is zero as well, and so $PU(1-P)=0$, that is, $PU=PUP$. Together these give $UP=PUP=PU$. Conversely, if $UP=PU$, then $PUP=UPP=UP$.

Finally, let $P_S$ project onto the span of a set $S$ of basis states, and let $S^c$ be the complement of $S$. For any two sets $K$ and $L$ of basis states, the entry $(P_KUP_L)_{ij}$ is $U_{ij}$ when $i\in K$ and $j\in L$, and zero otherwise. Since $1-P_S=P_{S^c}$, the balance becomes
$$\sum_{i\in S^c}\sum_{j\in S}|U_{ij}|^2=\sum_{i\in S}\sum_{j\in S^c}|U_{ij}|^2.$$

## Propagators, projectors and weights as Lean objects

The index type `n` is any finite type. Its elements label the basis states, and their number is the dimension written $n$ in the formulas. The propagator is a matrix `U : Matrix n n ℂ` with the hypothesis `U ∈ Matrix.unitaryGroup n ℂ`. No Hamiltonian appears: `U` may be an exact evolution over some time, a product of split-step factors or a gate, as long as it is unitary. Matrices act on column vectors, so `U i j` is the amplitude for going from state `j` to state `i`.

The predicate `IsOrthProj P` says that `P` is Hermitian and idempotent. The function `weight` is the real number $w(A)$ above. The theorems thus speak of squared norms; equality of the norms themselves follows by taking non-negative square roots.

The main statements read as follows.

- `two_subspace_balance` is the identity for $P$ and $Q$. It is an equation between complex numbers, because Mathlib's trace of a complex matrix is complex, and the real weights are cast into $\mathbb{C}$.
- `leakage_balance` is the equality of outward and inward weight, stated between real numbers.
- `invariant_iff_commute` says that `U * P = P * U * P` holds exactly when `U * P = P * U`.
- `basis_leakage_balance` is the equality of summed transition probabilities for a set `S` of basis states.

The balance concerns totals. It does not say that each state in the subspace leaks as much as each state outside it: if the range of $P$ has dimension $d$ with $0<d<n$, the average outward probability per basis state is $w/d$ and the average inward probability is $w/(n-d)$, where $w$ is the common weight.

For a closed system with finitely many levels, this ties the leakage of a gate out of its computational subspace, summed over a basis of that subspace, to the probability of entering it from the remaining levels under the same gate, summed over a basis of those levels. How much population actually enters in a given run depends on how far those levels are occupied. Dissipation and measurement are not covered, since the evolution is then not a single unitary matrix. In infinite dimension the result can fail: the shift $e_k\mapsto e_{k+1}$ on a doubly infinite chain is unitary and maps the span of the states with $k\ge 0$ into itself, yet it carries $e_{-1}$ into that subspace.

```lean
import Mathlib

open Matrix

namespace LeakageBalance

noncomputable section

variable {n : Type*} [Fintype n] [DecidableEq n]

/-- The total transition weight of a matrix of amplitudes: the sum of the squared moduli of
its entries, which is the squared Frobenius norm. -/
def weight (A : Matrix n n ℂ) : ℝ := ∑ i, ∑ j, Complex.normSq (A i j)

/-- An orthogonal projector: a Hermitian and idempotent matrix. -/
def IsOrthProj (P : Matrix n n ℂ) : Prop := Pᴴ = P ∧ P * P = P

/-- The projector onto the span of the basis states in `S`. -/
def basisProj (S : Finset n) : Matrix n n ℂ :=
  Matrix.diagonal fun i => if i ∈ S then 1 else 0

/-- The 2 × 2 matrix with diagonal entries `c` and off-diagonal entries `-i s`. -/
def twoLevel (c s : ℝ) : Matrix (Fin 2) (Fin 2) ℂ :=
  !![(c : ℂ), -(Complex.I * s); -(Complex.I * s), (c : ℂ)]

omit [DecidableEq n] in
/-- The transition weight of `A` is the trace of `A A†`. -/
theorem weight_eq_trace (A : Matrix n n ℂ) :
    (weight A : ℂ) = Matrix.trace (A * Aᴴ) := by
  simp only [weight, Matrix.trace, Matrix.diag_apply, Matrix.mul_apply,
    Matrix.conjTranspose_apply, Complex.ofReal_sum]
  refine Finset.sum_congr rfl fun i _ => Finset.sum_congr rfl fun j _ => ?_
  exact (Complex.mul_conj _).symm

omit [DecidableEq n] in
/-- A matrix of amplitudes with zero total weight vanishes. -/
theorem eq_zero_of_weight {A : Matrix n n ℂ} (h : weight A = 0) : A = 0 := by
  refine Matrix.ext fun i j => ?_
  -- a single entry is bounded by its row, and the row by the total
  have h1 : Complex.normSq (A i j) ≤ ∑ k, Complex.normSq (A i k) :=
    Finset.single_le_sum (f := fun k => Complex.normSq (A i k))
      (fun k _ => Complex.normSq_nonneg _) (Finset.mem_univ j)
  have h2 : ∑ k, Complex.normSq (A i k) ≤ weight A :=
    Finset.single_le_sum (f := fun l => ∑ k, Complex.normSq (A l k))
      (fun l _ => Finset.sum_nonneg fun k _ => Complex.normSq_nonneg _) (Finset.mem_univ i)
  have h3 : Complex.normSq (A i j) = 0 :=
    le_antisymm (by linarith) (Complex.normSq_nonneg _)
  exact Complex.normSq_eq_zero.1 h3

/-- The complement of an orthogonal projector is an orthogonal projector. -/
theorem IsOrthProj.compl {P : Matrix n n ℂ} (hP : IsOrthProj P) : IsOrthProj (1 - P) := by
  refine ⟨by rw [Matrix.conjTranspose_sub, Matrix.conjTranspose_one, hP.1], ?_⟩
  linear_combination (norm := noncomm_ring) hP.2

omit [DecidableEq n] in
/-- The weight transferred by `U` from the range of `P` to the range of `Q` is the trace of `Q`
times `U P U†`, for any matrix `U`. -/
theorem weight_transition {P Q : Matrix n n ℂ} (hP : IsOrthProj P) (hQ : IsOrthProj Q)
    (U : Matrix n n ℂ) :
    (weight (Q * U * P) : ℂ) = Matrix.trace (Q * (U * P * Uᴴ)) := by
  rw [weight_eq_trace, Matrix.conjTranspose_mul, Matrix.conjTranspose_mul, hP.1, hQ.1]
  calc Matrix.trace (Q * U * P * (P * (Uᴴ * Q)))
      = Matrix.trace (Q * (U * (P * P) * Uᴴ) * Q) := by simp only [Matrix.mul_assoc]
    _ = Matrix.trace (Q * (Q * (U * P * Uᴴ))) := by rw [hP.2, Matrix.trace_mul_comm]
    _ = Matrix.trace (Q * (U * P * Uᴴ)) := by rw [← Matrix.mul_assoc, hQ.2]

/-- Balance between two subspaces: under unitary evolution, the weight from `P` that misses `Q`
and the weight reaching `Q` from outside `P` differ by `tr P - tr Q`. -/
theorem two_subspace_balance {U P Q : Matrix n n ℂ} (hU : U ∈ Matrix.unitaryGroup n ℂ)
    (hP : IsOrthProj P) (hQ : IsOrthProj Q) :
    (weight ((1 - Q) * U * P) : ℂ) + Matrix.trace Q
      = (weight (Q * U * (1 - P)) : ℂ) + Matrix.trace P := by
  have hl : Uᴴ * U = 1 := Matrix.mem_unitaryGroup_iff'.1 hU
  have hr : U * Uᴴ = 1 := Matrix.mem_unitaryGroup_iff.1 hU
  -- evolution preserves the trace of the projector
  have h1 : Matrix.trace (U * P * Uᴴ) = Matrix.trace P := by
    rw [Matrix.trace_mul_comm, ← Matrix.mul_assoc, hl, Matrix.one_mul]
  have h2 : U * (1 - P) * Uᴴ = 1 - U * P * Uᴴ := by
    rw [Matrix.mul_sub, Matrix.sub_mul, Matrix.mul_one, hr]
  rw [weight_transition hP hQ.compl, weight_transition hP.compl hQ, h2, Matrix.sub_mul,
    Matrix.mul_sub, Matrix.one_mul, Matrix.mul_one, Matrix.trace_sub, Matrix.trace_sub, h1]
  ring

/-- Leakage balance: under unitary evolution the total weight leaving the range of `P` equals
the total weight entering it. -/
theorem leakage_balance {U P : Matrix n n ℂ} (hU : U ∈ Matrix.unitaryGroup n ℂ)
    (hP : IsOrthProj P) :
    weight ((1 - P) * U * P) = weight (P * U * (1 - P)) := by
  have h := add_right_cancel (two_subspace_balance hU hP hP)
  exact_mod_cast h

/-- A unitary propagator maps the range of `P` into itself exactly when it commutes
with `P`. -/
theorem invariant_iff_commute {U P : Matrix n n ℂ} (hU : U ∈ Matrix.unitaryGroup n ℂ)
    (hP : IsOrthProj P) : U * P = P * U * P ↔ U * P = P * U := by
  constructor
  · intro h
    -- no leakage out, hence no leakage in
    have h0 : (1 - P) * U * P = 0 := by
      linear_combination (norm := noncomm_ring) h
    have h1 : P * U * (1 - P) = 0 := by
      apply eq_zero_of_weight
      rw [← leakage_balance hU hP, h0]
      simp [weight]
    linear_combination (norm := noncomm_ring) h - h1
  · intro h
    rw [← h, Matrix.mul_assoc, hP.2]

/-- The projector onto a set of basis states is an orthogonal projector. -/
theorem basisProj_isOrthProj (S : Finset n) : IsOrthProj (basisProj S) := by
  constructor
  · rw [basisProj, Matrix.diagonal_conjTranspose]
    refine congrArg Matrix.diagonal (funext fun i => ?_)
    by_cases hi : i ∈ S <;> simp [hi]
  · rw [basisProj, Matrix.diagonal_mul_diagonal]
    refine congrArg Matrix.diagonal (funext fun i => ?_)
    by_cases hi : i ∈ S <;> simp [hi]

/-- For a set `S` of basis states, the transition probabilities `|U i j|²` summed over all
jumps out of `S` equal those summed over all jumps into `S`. -/
theorem basis_leakage_balance {U : Matrix n n ℂ} (hU : U ∈ Matrix.unitaryGroup n ℂ)
    (S : Finset n) :
    ∑ i ∈ Sᶜ, ∑ j ∈ S, Complex.normSq (U i j)
      = ∑ i ∈ S, ∑ j ∈ Sᶜ, Complex.normSq (U i j) := by
  have hc : 1 - basisProj S = basisProj Sᶜ := by
    refine Matrix.ext fun i j => ?_
    by_cases h : i = j
    · subst h
      by_cases hi : i ∈ S <;> simp [basisProj, hi]
    · simp [basisProj, h]
  -- projecting on both sides restricts the double sum
  have hw : ∀ A B : Finset n, weight (basisProj A * U * basisProj B)
      = ∑ i ∈ A, ∑ j ∈ B, Complex.normSq (U i j) := by
    intro A B
    have e : ∀ i j, Complex.normSq ((basisProj A * U * basisProj B) i j)
        = if i ∈ A then (if j ∈ B then Complex.normSq (U i j) else 0) else 0 := by
      intro i j
      simp only [basisProj, Matrix.mul_diagonal, Matrix.diagonal_mul]
      split_ifs <;> simp
    have r : ∀ i, (∑ j, if i ∈ A then (if j ∈ B then Complex.normSq (U i j) else 0) else 0)
        = if i ∈ A then ∑ j ∈ B, Complex.normSq (U i j) else 0 := by
      intro i
      by_cases hi : i ∈ A <;> simp [hi]
    simp only [weight, e, r]
    simp
  have h := leakage_balance hU (basisProj_isOrthProj S)
  rwa [hc, hw, hw] at h

/-- The two-level propagator with `c² + s² = 1` is unitary, the projector onto its first
state is orthogonal, and the weight leaking out of that state is `s²`. -/
theorem leakage_balance_witness (c s : ℝ) (h : c ^ 2 + s ^ 2 = 1) :
    twoLevel c s ∈ Matrix.unitaryGroup (Fin 2) ℂ ∧
    IsOrthProj (!![1, 0; 0, 0] : Matrix (Fin 2) (Fin 2) ℂ) ∧
    weight ((1 - !![1, 0; 0, 0]) * twoLevel c s * !![1, 0; 0, 0]) = s ^ 2 := by
  have hC : (c : ℂ) ^ 2 + (s : ℂ) ^ 2 = 1 := by exact_mod_cast h
  refine ⟨?_, ⟨?_, ?_⟩, ?_⟩
  · rw [Matrix.mem_unitaryGroup_iff]
    refine Matrix.ext fun i j => ?_
    fin_cases i <;> fin_cases j <;>
      simp [twoLevel, Matrix.mul_apply, Fin.sum_univ_two, Matrix.star_apply] <;>
      first
        | ring1
        | linear_combination hC - (s : ℂ) ^ 2 * Complex.I_sq
  · refine Matrix.ext fun i j => ?_
    fin_cases i <;> fin_cases j <;> simp [Matrix.conjTranspose_apply]
  · refine Matrix.ext fun i j => ?_
    fin_cases i <;> fin_cases j <;> simp [Matrix.mul_apply, Fin.sum_univ_two]
  · simp [weight, twoLevel, Matrix.mul_apply, Fin.sum_univ_two, Matrix.one_apply, sq]

/-- A shear maps the first axis into itself but does not commute with the projector onto it. -/
theorem shear_invariant_not_commute :
    (!![1, 1; 0, 1] * !![1, 0; 0, 0] : Matrix (Fin 2) (Fin 2) ℂ)
        = !![1, 0; 0, 0] * !![1, 1; 0, 1] * !![1, 0; 0, 0] ∧
    (!![1, 1; 0, 1] * !![1, 0; 0, 0] : Matrix (Fin 2) (Fin 2) ℂ)
        ≠ !![1, 0; 0, 0] * !![1, 1; 0, 1] := by
  constructor
  · refine Matrix.ext fun i j => ?_
    fin_cases i <;> fin_cases j <;> simp [Matrix.mul_apply, Fin.sum_univ_two]
  · intro h
    have h01 := congrFun (congrFun h 0) 1
    simp [Matrix.mul_apply, Fin.sum_univ_two] at h01

end

end LeakageBalance
```

```lean
#print axioms LeakageBalance.leakage_balance
#print axioms LeakageBalance.invariant_iff_commute
#print axioms LeakageBalance.basis_leakage_balance
#print axioms LeakageBalance.shear_invariant_not_commute
```

```
'LeakageBalance.leakage_balance' depends on axioms: [propext, Classical.choice, Quot.sound]
'LeakageBalance.invariant_iff_commute' depends on axioms: [propext, Classical.choice, Quot.sound]
'LeakageBalance.basis_leakage_balance' depends on axioms: [propext, Classical.choice, Quot.sound]
'LeakageBalance.shear_invariant_not_commute' depends on axioms: [propext, Classical.choice, Quot.sound]
```

## From the trace formula to commutation

`weight_eq_trace` expands the diagonal of $AA^\dagger$ and matches it term by term with the double sum, using $z\bar z=|z|^2$. `eq_zero_of_weight` makes the positivity argument explicit: one entry is bounded by the sum over its row, and that sum by the total weight. If the total is zero, every entry is zero.

`weight_transition` is the formula $w(QUP)=\operatorname{tr}(Q\,UPU^\dagger)$. Its `calc` block follows the derivation: regroup the product to expose $P^2$, replace it by $P$, move the last $Q$ to the front with `Matrix.trace_mul_comm`, and absorb it with $Q^2=Q$. Unitarity plays no part in this lemma.

It enters in `two_subspace_balance`, through `hl` ($U^\dagger U=1$) and `hr` ($UU^\dagger=1$). The first gives `h1`, the preserved trace of the evolved projector; the second gives `h2`, the evolution of the complement. After both weights have been rewritten as traces, `ring` finishes the proof, because only complex numbers are left to rearrange.

For `leakage_balance`, the two-subspace theorem is applied with `hP` in both places, `add_right_cancel` removes the equal traces, and `exact_mod_cast` carries the equation from $\mathbb{C}$ back to $\mathbb{R}$.

In the forward direction of `invariant_iff_commute`, `h0` says that the outward block vanishes, and `h1` says the same of the inward block, by way of the balance and `eq_zero_of_weight`. The reverse direction is the one-line calculation $PUP=UPP=UP$.

`basis_leakage_balance` first proves $1-P_S=P_{S^c}$ as `hc`. It then shows in `hw` that projecting on both sides restricts the double sum to the chosen rows and columns. Rewriting the general balance with these two facts gives the statement about probabilities.

`leakage_balance_witness` supplies a family of examples, in which the leakage is non-zero whenever $s\neq 0$. The matrix `twoLevel c s` has amplitude $c$ to stay and $-is$ to hop, with $c^2+s^2=1$; for $c=\cos\theta$ and $s=\sin\theta$ it is $e^{-i\theta\sigma_x}$, where $\sigma_x$ is the Pauli matrix. The theorem confirms that this matrix is unitary, that the projector onto the first state is orthogonal, and that the weight leaving that state is $s^2$. The proof goes through the matrix entries.

## Linear combinations of matrix equations

The passage from vanishing blocks to commutation rests on the line `linear_combination (norm := noncomm_ring) h - h1`. The tactic `linear_combination` proves an equation by exhibiting it as a combination of known ones: it checks that the difference of the two sides of the goal equals the corresponding difference for the combination. By default that check is left to a normaliser for commutative rings, which does not apply to matrices. The option `norm := noncomm_ring` substitutes one that respects the order of factors.

Here `h` contributes $UP-PUP$ and `h1` contributes $PU(1-P)=PU-PUP$. Their difference is
$$(UP-PUP)-(PU-PUP)=UP-PU,$$
which is exactly the difference of the two sides of the goal. The term $PUP$ cancels as it stands, so idempotency is not needed at this point. Where it is needed, in `IsOrthProj.compl`, it has to be supplied as `hP.2`, because `noncomm_ring` knows the ring laws but not the special properties of $P$.

## A shear that only leaks inward

Without unitarity, invariance no longer implies commutation. Take
$$T=\begin{pmatrix}1&1\\0&1\end{pmatrix},\qquad P=\begin{pmatrix}1&0\\0&0\end{pmatrix}.$$
The shear $T$ fixes the first basis vector, so $TP=PTP=P$ and the outward weight is $0$. But
$$PT=\begin{pmatrix}1&1\\0&0\end{pmatrix}\neq TP,$$
and the inward block $PT(1-P)$ has weight $1$: the second basis vector acquires a component along the first, with nothing flowing back. `shear_invariant_not_commute` proves both the invariance and the failure to commute, the latter by comparing the entries in row `0` and column `1`.
